# The Haken potential in a 1s exciton state: mean value and bounds on the lowest trial energy

An electron and a hole in a polar crystal attract each other through a Coulomb force that is screened by the electrons alone at short distance, and by the electrons and the lattice together at long distance. The Haken potential interpolates between the two regimes. In atomic units, at electron-hole distance $r>0$,

$$V(r)=-\frac{f(r)}{r},\qquad f(r)=\frac1{e_0}+\frac c2\left(e^{-r/l_1}+e^{-r/l_2}\right),\qquad c=\frac1{e_\infty}-\frac1{e_0}.$$

Here $e_0$ is the static and $e_\infty$ the high-frequency dielectric constant. The condition $e_0>e_\infty>0$ says that the lattice adds to the electronic screening, and it gives $c>0$. The lengths $l_1,l_2>0$ are the polaron radii of the electron and the hole. They are usually computed from the carrier masses and the optical phonon frequency, but are independent parameters here.

The exciton is described by the 1s radial orbital of radius $a>0$ and its radial density,

$$\phi_a(r)=\frac{2}{a^{3/2}}e^{-r/a},\qquad \rho_a(r)=r^2\phi_a(r)^2=\frac{4r^2e^{-2r/a}}{a^3},$$

with $\int_0^\infty\rho_a\,dr=1$.

## The mean potential and its two limits

The claim is that $V$ has the finite mean $-g(a)/a$ in this state, with

$$g(a)=\frac1{e_0}+\frac c2\left[\frac1{(1+a/2l_1)^2}+\frac1{(1+a/2l_2)^2}\right],$$

and that $g$ decreases strictly from the limit $1/e_\infty$ as $a\to0^+$ to the limit $1/e_0$ as $a\to\infty$.

All the integrals reduce to $\int_0^\infty r^ne^{-br}\,dr=n!/b^{n+1}$ for $b>0$. For a Yukawa potential $e^{-\kappa r}/r$ with $\kappa\ge0$, the case $n=1$ gives

$$\int_0^\infty\frac{e^{-\kappa r}}r\rho_a\,dr=\frac4{a^3}\int_0^\infty re^{-(2/a+\kappa)r}\,dr=\frac{4}{a^3(2/a+\kappa)^2}=\frac1{a(1+\kappa a/2)^2}.$$

The Haken potential is $-1/e_0$ times the Yukawa potential with $\kappa=0$, plus $-c/2$ times each of those with $\kappa=1/l_1$ and $\kappa=1/l_2$. Adding the three means gives $-g(a)/a$.

Each factor $(1+a/2l_i)^{-2}$ decreases strictly in $a$, and $c>0$, so $g$ decreases strictly. As $a\to0^+$ both factors tend to 1 and $g\to1/e_0+c=1/e_\infty$. As $a\to\infty$ both tend to 0 and $g\to1/e_0$.

## Bounds on the lowest 1s trial energy

Let $\mu>0$ be the reduced mass. Since $\phi_a'=-\phi_a/a$, the kinetic energy is

$$\frac1{2\mu}\int_0^\infty r^2\phi_a'(r)^2\,dr=\frac1{2\mu a^2},\qquad\text{so}\qquad E(a)=\frac1{2\mu a^2}-\frac{g(a)}a.$$

From $g(a)<1/e_\infty$ and a completed square,

$$E(a)>\frac1{2\mu a^2}-\frac1{e_\infty a}=\frac{(1/a-\mu/e_\infty)^2}{2\mu}-\frac{\mu}{2e_\infty^2}\ge-\frac{\mu}{2e_\infty^2}.$$

At the static Bohr radius $a=e_0/\mu$, the inequality $g(a)>1/e_0$ gives

$$E(e_0/\mu)<\frac{\mu}{2e_0^2}-\frac{\mu}{e_0^2}=-\frac{\mu}{2e_0^2}.$$

In effective-mass estimates of exciton binding in polar semiconductors, a one-parameter 1s calculation with this potential therefore has its lowest energy between the two hydrogenic values.

## The potential, the orbital and the energy in Lean

```lean
import Mathlib

open MeasureTheory Set Filter Topology

namespace HakenExciton

noncomputable section
```

The function $f$ is called `screening`, although it is an inverse dielectric function: a larger value means weaker screening.

```lean
/-- Distance-dependent inverse dielectric function of the Haken potential, for nonzero dielectric
constants `e0`, `einf` and nonzero polaron lengths `l1`, `l2`. -/
def screening (e0 einf l1 l2 r : ℝ) : ℝ :=
  1 / e0 + (1 / einf - 1 / e0) * (Real.exp (-r / l1) + Real.exp (-r / l2)) / 2

/-- Haken electron-hole potential in atomic units, at distance `r > 0`, for nonzero dielectric
constants and polaron lengths. -/
def hakenPotential (e0 einf l1 l2 r : ℝ) : ℝ := -screening e0 einf l1 l2 r / r
```

The Yukawa potential is defined without a sign or a charge. These enter later as coefficients.

```lean
/-- Yukawa potential with inverse screening length `κ`, at distance `r > 0`. -/
def yukawa (κ r : ℝ) : ℝ := Real.exp (-(κ * r)) / r
```

The orbital is the radial factor of the wavefunction. The constant angular factor $1/\sqrt{4\pi}$ has been integrated out.

```lean
/-- Radial 1s orbital of radius `a > 0`. -/
def orbital (a r : ℝ) : ℝ := 2 / √(a ^ 3) * Real.exp (-r / a)

/-- Radial probability density of the 1s orbital of radius `a > 0`. -/
def radialDensity (a r : ℝ) : ℝ := r ^ 2 * orbital a r ^ 2
```

The function $g$ is `effScreening`, again an inverse dielectric constant.

```lean
/-- Effective inverse dielectric constant felt by a 1s exciton of radius `a > 0`, with its limiting
value at `a = 0`, for nonzero dielectric constants and positive polaron lengths. -/
def effScreening (e0 einf l1 l2 a : ℝ) : ℝ :=
  1 / e0 + (1 / einf - 1 / e0) *
    (1 / (1 + a / (2 * l1)) ^ 2 + 1 / (1 + a / (2 * l2)) ^ 2) / 2
```

The trial energy is defined by its two integrals over `Ioi 0`, the half-line $r>0$, so the closed form of $E(a)$ has to be proved.

```lean
/-- Energy of the 1s trial state of radius `a > 0` in the Haken potential, for reduced mass `μ > 0`,
nonzero dielectric constants and positive polaron lengths: kinetic plus potential mean. -/
def trialEnergy (μ e0 einf l1 l2 a : ℝ) : ℝ :=
  (∫ r in Ioi (0 : ℝ), r ^ 2 * deriv (orbital a) r ^ 2 / (2 * μ)) +
    ∫ r in Ioi (0 : ℝ), hakenPotential e0 einf l1 l2 r * radialDensity a r
```

## From exponential moments to the Haken mean

The first theorem gives both integrability and the value of the moment. The value comes from Mathlib's Gamma integral. Lean assigns the integral 0 to a non-integrable function, so the positive value found here forces integrability.

```lean
variable {e0 einf l1 l2 a : ℝ}

/-- For `b > 0`, the function `r ^ n * exp (-b r)` is integrable on the half-line, with integral
`n! / b ^ (n + 1)`. -/
theorem exponential_moment (n : ℕ) {b : ℝ} (hb : 0 < b) :
    IntegrableOn (fun r : ℝ => r ^ n * Real.exp (-(b * r))) (Ioi 0) ∧
      ∫ r in Ioi (0 : ℝ), r ^ n * Real.exp (-(b * r)) = n.factorial / b ^ (n + 1) := by
  have h := Real.integral_rpow_mul_exp_neg_mul_Ioi (a := (n : ℝ) + 1) (r := b)
    (by positivity) hb
  have e : (1 / b) ^ ((n : ℝ) + 1) = 1 / b ^ (n + 1) := by
    rw [show (n : ℝ) + 1 = ((n + 1 : ℕ) : ℝ) by norm_num, Real.rpow_natCast, one_div_pow]
  rw [e, Real.Gamma_nat_eq_factorial, add_sub_cancel_right] at h
  simp only [Real.rpow_natCast] at h
  have hv : ∫ r in Ioi (0 : ℝ), r ^ n * Real.exp (-(b * r)) = n.factorial / b ^ (n + 1) := by
    rw [h]; ring
  refine ⟨?_, hv⟩
  -- a non-integrable function would have integral zero
  by_contra hn
  have hpos : 0 < (n.factorial : ℝ) / b ^ (n + 1) := by positivity
  exact hpos.ne' (hv.symm.trans (integral_undef hn))
```

The density takes its explicit form once the exponential and the square root in the normalisation are squared.

```lean
/-- The 1s radial density of radius `a > 0` is `4 r² exp (-2r/a) / a³`. -/
theorem radialDensity_eq (ha : 0 < a) (r : ℝ) :
    radialDensity a r = 4 * r ^ 2 * Real.exp (-2 * r / a) / a ^ 3 := by
  have h : Real.exp (-r / a) ^ 2 = Real.exp (-2 * r / a) := by
    rw [← Real.exp_nat_mul]
    congr 1
    push_cast
    ring
  unfold radialDensity orbital
  rw [mul_pow, div_pow, Real.sq_sqrt (by positivity), h]
  ring
```

In the Yukawa mean, `hF` cancels one power of $r$ on the half-line and merges the exponentials, which leaves the moment with $n=1$ and $b=2/a+\kappa$. The identity `hs` then factors out $2/a$, as in the derivation above. The hypothesis `0 ≤ κ` admits the Coulomb case.

```lean
/-- In the 1s state of radius `a > 0`, a Yukawa potential with `κ ≥ 0` has the finite mean
`(1 + κa/2)⁻² / a`. -/
theorem yukawa_mean {κ : ℝ} (ha : 0 < a) (hκ : 0 ≤ κ) :
    IntegrableOn (fun r => yukawa κ r * radialDensity a r) (Ioi 0) ∧
      ∫ r in Ioi (0 : ℝ), yukawa κ r * radialDensity a r = 1 / (1 + κ * a / 2) ^ 2 / a := by
  obtain ⟨hi, hv⟩ := exponential_moment 1 (b := 2 / a + κ) (by positivity)
  have hF : EqOn (fun r => 4 / a ^ 3 * (r ^ 1 * Real.exp (-((2 / a + κ) * r))))
      (fun r => yukawa κ r * radialDensity a r) (Ioi 0) := by
    intro r hr
    have hr1 : r * r⁻¹ = 1 := mul_inv_cancel₀ (ne_of_gt hr)
    have hx : Real.exp (-((2 / a + κ) * r)) =
        Real.exp (-(κ * r)) * Real.exp (-2 * r / a) := by
      rw [← Real.exp_add]
      congr 1
      ring
    simp only [yukawa, radialDensity_eq ha, hx]
    linear_combination
      (-(4 * r * Real.exp (-(κ * r)) * Real.exp (-2 * r / a)) / a ^ 3) * hr1
  refine ⟨IntegrableOn.congr_fun (Integrable.const_mul hi _) hF measurableSet_Ioi, ?_⟩
  rw [← setIntegral_congr_fun measurableSet_Ioi hF, integral_const_mul, hv]
  have hs : 2 / a + κ = 2 / a * (1 + κ * a / 2) := by
    linear_combination (-κ) * mul_inv_cancel₀ ha.ne'
  have hp : 1 + κ * a / 2 ≠ 0 := by positivity
  rw [hs]
  generalize 1 + κ * a / 2 = s at hp
  rw [show (2 / a * s) ^ (1 + 1) = 4 * s ^ 2 / a ^ 2 by ring]
  simp only [Nat.factorial_one, Nat.cast_one]
  field_simp
```

For the Haken potential, `hF` is the decomposition into one Coulomb and two Yukawa terms. Each term is integrable, so the integral may be split. This theorem places no order on the dielectric constants, which are nonzero as in the definition of the potential.

```lean
/-- For positive polaron lengths and radius, the Haken potential has a finite mean in the 1s state,
equal to a Coulomb energy `-1/a` times the effective inverse dielectric constant. -/
theorem haken_mean (hl1 : 0 < l1) (hl2 : 0 < l2) (ha : 0 < a) :
    IntegrableOn (fun r => hakenPotential e0 einf l1 l2 r * radialDensity a r) (Ioi 0) ∧
      ∫ r in Ioi (0 : ℝ), hakenPotential e0 einf l1 l2 r * radialDensity a r =
        -effScreening e0 einf l1 l2 a / a := by
  obtain ⟨i0, v0⟩ := yukawa_mean ha (le_refl (0 : ℝ))
  obtain ⟨i1, v1⟩ := yukawa_mean (κ := 1 / l1) ha (by positivity)
  obtain ⟨i2, v2⟩ := yukawa_mean (κ := 1 / l2) ha (by positivity)
  -- one Coulomb term and two Yukawa terms
  have hF : (fun r => hakenPotential e0 einf l1 l2 r * radialDensity a r) = fun r =>
      -(1 / e0) * (yukawa 0 r * radialDensity a r) +
      -((1 / einf - 1 / e0) / 2) * (yukawa (1 / l1) r * radialDensity a r) +
      -((1 / einf - 1 / e0) / 2) * (yukawa (1 / l2) r * radialDensity a r) := by
    funext r
    simp only [hakenPotential, screening, yukawa]
    rw [show -(0 * r) = 0 by ring, Real.exp_zero, show -(1 / l1 * r) = -r / l1 by ring,
      show -(1 / l2 * r) = -r / l2 by ring]
    ring
  have j0 := Integrable.const_mul i0 (-(1 / e0))
  have j1 := Integrable.const_mul i1 (-((1 / einf - 1 / e0) / 2))
  have j2 := Integrable.const_mul i2 (-((1 / einf - 1 / e0) / 2))
  have j01 : IntegrableOn (fun r => -(1 / e0) * (yukawa 0 r * radialDensity a r) +
      -((1 / einf - 1 / e0) / 2) * (yukawa (1 / l1) r * radialDensity a r)) (Ioi 0) :=
    Integrable.add j0 j1
  rw [hF]
  refine ⟨Integrable.add j01 j2, ?_⟩
  rw [integral_add j01 j2, integral_add j0 j1, integral_const_mul, integral_const_mul,
    integral_const_mul, v0, v1, v2, show 1 + 0 * a / 2 = 1 by ring,
    show 1 + 1 / l1 * a / 2 = 1 + a / (2 * l1) by ring,
    show 1 + 1 / l2 * a / 2 = 1 + a / (2 * l2) by ring]
  unfold effScreening
  ring
```

## Monotonicity and the limits of the effective screening

The order $e_0>e_\infty>0$ enters here through `hc`, which states $c>0$. The local fact `k` compares one screening factor at two radii. The result holds on `Ici 0`, which includes $a=0$.

```lean
/-- For `e0 > einf > 0` and positive polaron lengths, the effective inverse dielectric constant
strictly decreases with the exciton radius `a ≥ 0`. -/
theorem effScreening_strictAnti (hi : 0 < einf) (h0 : einf < e0) (hl1 : 0 < l1) (hl2 : 0 < l2) :
    StrictAntiOn (effScreening e0 einf l1 l2) (Ici 0) := by
  intro x hx y _ hxy
  have hx0 : 0 ≤ x := hx
  have k : ∀ l : ℝ, 0 < l → 1 / (1 + y / (2 * l)) ^ 2 < 1 / (1 + x / (2 * l)) ^ 2 := by
    intro l hl
    apply one_div_lt_one_div_of_lt (by positivity)
    gcongr
  have hc : 0 < 1 / einf - 1 / e0 := sub_pos.2 (one_div_lt_one_div_of_lt hi h0)
  have := mul_lt_mul_of_pos_left (add_lt_add (k l1 hl1) (k l2 hl2)) hc
  unfold effScreening
  linarith
```

The main theorem collects the finite mean, the strict decrease and the two limits. The filter `𝓝[>] 0` means $a\to0^+$, and `atTop` means $a\to\infty$. The helper `comb` turns a common limit $t$ of the two factors into the limit of $g$. It is used with $t=1$, by continuity at zero, and with $t=0$, because the denominators diverge.

The name `haken_wannier_mott` refers to the static limit $g\to1/e_0$ for a large exciton. The theorem concerns the mean in a prescribed 1s state and says nothing about convergence of the exciton spectrum to a Rydberg series.

```lean
/-- For `e0 > einf > 0` and positive polaron lengths, the 1s mean of the Haken potential is finite
and equals `-g(a)/a` at every radius `a > 0`, where `g` strictly decreases from the limit `1/einf`
at small radius to the limit `1/e0` at large radius. -/
theorem haken_wannier_mott (hi : 0 < einf) (h0 : einf < e0) (hl1 : 0 < l1) (hl2 : 0 < l2) :
    (∀ a : ℝ, 0 < a →
      IntegrableOn (fun r => hakenPotential e0 einf l1 l2 r * radialDensity a r) (Ioi 0) ∧
      ∫ r in Ioi (0 : ℝ), hakenPotential e0 einf l1 l2 r * radialDensity a r =
        -effScreening e0 einf l1 l2 a / a) ∧
    StrictAntiOn (effScreening e0 einf l1 l2) (Ioi 0) ∧
    Tendsto (effScreening e0 einf l1 l2) (𝓝[>] 0) (𝓝 (1 / einf)) ∧
    Tendsto (effScreening e0 einf l1 l2) atTop (𝓝 (1 / e0)) := by
  -- a common limit of the two screening factors fixes the limit of `g`
  have comb : ∀ (F : Filter ℝ) (t : ℝ),
      (∀ l : ℝ, 0 < l → Tendsto (fun a : ℝ => 1 / (1 + a / (2 * l)) ^ 2) F (𝓝 t)) →
      Tendsto (effScreening e0 einf l1 l2) F
        (𝓝 (1 / e0 + (1 / einf - 1 / e0) * (t + t) / 2)) := fun F t h =>
    ((((h l1 hl1).add (h l2 hl2)).const_mul (1 / einf - 1 / e0)).div_const 2).const_add (1 / e0)
  refine ⟨fun a ha => haken_mean hl1 hl2 ha,
    (effScreening_strictAnti hi h0 hl1 hl2).mono Ioi_subset_Ici_self, ?_, ?_⟩
  · have h := comb (𝓝[>] 0) 1 (by
      intro l _
      have hc : ContinuousAt (fun a : ℝ => 1 / (1 + a / (2 * l)) ^ 2) 0 :=
        ContinuousAt.div (by fun_prop) (by fun_prop) (by simp)
      have ht := hc.tendsto
      rw [show 1 / (1 + (0 : ℝ) / (2 * l)) ^ 2 = 1 by simp] at ht
      exact ht.mono_left nhdsWithin_le_nhds)
    rwa [show 1 / e0 + (1 / einf - 1 / e0) * (1 + 1) / 2 = 1 / einf by ring] at h
  · have h := comb atTop 0 (by
      intro l hl
      have ht : Tendsto (fun a : ℝ => 1 + a / (2 * l)) atTop atTop :=
        tendsto_atTop_add_const_left _ _ (tendsto_id.atTop_div_const (by positivity))
      simp only [one_div]
      exact tendsto_inv_atTop_zero.comp ((tendsto_pow_atTop two_ne_zero).comp ht))
    rwa [show 1 / e0 + (1 / einf - 1 / e0) * (0 + 0) / 2 = 1 / e0 by ring] at h
```

## The lowest trial energy between two Rydberg values

In the closed form of the energy, `hd` is $\phi_a'=-\phi_a/a$, `hk` rewrites the kinetic integrand as a multiple of the density, and `hn` is the normalisation of the density. The reduced mass is positive and the dielectric constants are nonzero, as in the definition of `trialEnergy`.

```lean
/-- For positive polaron lengths and radius, the 1s trial energy is `1/(2μa²) - g(a)/a`, with `g`
the effective inverse dielectric constant. -/
theorem trialEnergy_eq (μ : ℝ) (hl1 : 0 < l1) (hl2 : 0 < l2) (ha : 0 < a) :
    trialEnergy μ e0 einf l1 l2 a =
      1 / (2 * μ * a ^ 2) - effScreening e0 einf l1 l2 a / a := by
  have hd : ∀ r, deriv (orbital a) r = -(1 / a) * orbital a r := by
    intro r
    have h : HasDerivAt (fun y : ℝ => -y / a) (-1 / a) r := (hasDerivAt_neg r).div_const a
    have h' : HasDerivAt (orbital a) (-(1 / a) * orbital a r) r := by
      refine (h.exp.const_mul (2 / √(a ^ 3))).congr_deriv ?_
      unfold orbital
      ring
    exact h'.deriv
  -- the kinetic integrand is proportional to the density
  have hk : (fun r => r ^ 2 * deriv (orbital a) r ^ 2 / (2 * μ)) = fun r =>
      1 / (2 * μ * a ^ 2) * (4 / a ^ 3) * (r ^ 2 * Real.exp (-(2 / a * r))) := by
    funext r
    have h := radialDensity_eq ha r
    rw [show -2 * r / a = -(2 / a * r) by ring] at h
    unfold radialDensity at h
    rw [hd]
    linear_combination (1 / (2 * μ * a ^ 2)) * h
  have hn : 4 / a ^ 3 * (((2 : ℕ).factorial : ℝ) / (2 / a) ^ (2 + 1)) = 1 := by
    rw [show ((2 : ℕ).factorial : ℝ) = 2 by norm_num [Nat.factorial],
      show (2 / a) ^ (2 + 1) = 8 / a ^ 3 by ring]
    field_simp
    norm_num
  unfold trialEnergy
  rw [hk, integral_const_mul, (exponential_moment 2 (b := 2 / a) (by positivity)).2,
    (haken_mean hl1 hl2 ha).2, mul_assoc, hn]
  ring
```

The last theorem has two parts. The lower bound holds for every $a>0$. It compares $g(a)$ with $g(0)=1/e_\infty$ and completes the square in `hsq`. The upper bound is stated at the single radius `e0 / μ`, where `hid` evaluates the hydrogenic energy.

Both bounds concern 1s trial states of a single relative coordinate. The step to a real crystal is the reduction of the interacting electron-hole-phonon problem to an effective-mass equation with this static potential, which is assumed.

```lean
/-- For `e0 > einf > 0`, positive polaron lengths and `μ > 0`, every 1s trial energy lies above the
Rydberg energy `-μ/(2 einf²)`, and the one at radius `e0/μ` lies below `-μ/(2 e0²)`. -/
theorem trialEnergy_bounds {μ : ℝ} (hμ : 0 < μ) (hi : 0 < einf) (h0 : einf < e0)
    (hl1 : 0 < l1) (hl2 : 0 < l2) :
    (∀ a : ℝ, 0 < a → -(μ / (2 * einf ^ 2)) < trialEnergy μ e0 einf l1 l2 a) ∧
      trialEnergy μ e0 einf l1 l2 (e0 / μ) < -(μ / (2 * e0 ^ 2)) := by
  have he : 0 < e0 := hi.trans h0
  constructor
  · intro a ha
    have hg := effScreening_strictAnti hi h0 hl1 hl2 self_mem_Ici (mem_Ici.2 ha.le) ha
    have hz : effScreening e0 einf l1 l2 0 = 1 / einf := by
      simp only [effScreening, zero_div, add_zero]
      ring
    rw [hz] at hg
    have hga := div_lt_div_of_pos_right hg ha
    -- complete the square in `1/a`
    have hsq : 1 / (2 * μ * a ^ 2) - 1 / einf / a + μ / (2 * einf ^ 2) =
        (1 / a - μ / einf) ^ 2 / (2 * μ) := by
      field_simp
      ring
    have hnn : 0 ≤ (1 / a - μ / einf) ^ 2 / (2 * μ) := by positivity
    rw [trialEnergy_eq μ hl1 hl2 ha]
    linarith
  · have ha : 0 < e0 / μ := div_pos he hμ
    have hc : 0 < 1 / einf - 1 / e0 := sub_pos.2 (one_div_lt_one_div_of_lt hi h0)
    have hg : 1 / e0 < effScreening e0 einf l1 l2 (e0 / μ) := by
      unfold effScreening
      exact lt_add_of_pos_right _ (div_pos (mul_pos hc (by positivity)) two_pos)
    have hga := div_lt_div_of_pos_right hg ha
    have hid : 1 / (2 * μ * (e0 / μ) ^ 2) - 1 / e0 / (e0 / μ) = -(μ / (2 * e0 ^ 2)) := by
      field_simp
      ring
    rw [trialEnergy_eq μ hl1 hl2 ha]
    linarith

end

end HakenExciton
```

```lean
#print axioms HakenExciton.haken_mean
#print axioms HakenExciton.haken_wannier_mott
#print axioms HakenExciton.trialEnergy_bounds
```

```
'HakenExciton.haken_mean' depends on axioms: [propext, Classical.choice, Quot.sound]
'HakenExciton.haken_wannier_mott' depends on axioms: [propext, Classical.choice, Quot.sound]
'HakenExciton.trialEnergy_bounds' depends on axioms: [propext, Classical.choice, Quot.sound]
```
